# The Fock projection: unit norm, chord formula and bijection onto the punctured sphere

A statement that a vector $(x, s)$, with $x$ in momentum space and $s$ a real number, lies on the unit sphere depends on the norm carried by such pairs. A physicist writing $\mathbb{R}^3 \times \mathbb{R} = \mathbb{R}^4$ means the Euclidean norm, $\|(x,s)\|^2 = \|x\|^2 + s^2$. Mathlib equips the plain product `E × ℝ` with the maximum norm $\max(\|x\|, |s|)$, in which the point $(4/5, -3/5)$ has norm $4/5$. The formal statements therefore take the target space to be `WithLp 2 (E × ℝ)`, the same set of pairs with the Euclidean norm and the inner product $\langle (x,s), (y,t)\rangle = \langle x, y\rangle + st$. The map `WithLp.toLp 2` puts a pair into this space, and `ξ.ofLp.1` and `ξ.ofLp.2` read off its two components.

Momentum space itself is an arbitrary real inner-product space $E$, with inner product $\langle p, q\rangle$ and norm $\|p\|$. No step below uses coordinates, dimension or completeness, so $E$ may be $\mathbb{R}^3$, the line, an infinite-dimensional space, or the zero space $\{0\}$.

```lean
import Mathlib

open scoped InnerProductSpace

namespace FockProjection

noncomputable section

variable {E : Type*} [NormedAddCommGroup E] [InnerProductSpace ℝ E]
```

## Physical setting

For one non-relativistic, spinless electron bound to a fixed point nucleus of charge $Z$, in atomic units, with energy $\varepsilon < 0$ and $k = \sqrt{-2\varepsilon}$, the momentum-space wave function $\phi$ obeys

$$(k^2 + \|p\|^2)\,\phi(p) = \frac{Z}{\pi^2}\int \frac{\phi(q)}{\|p-q\|^2}\, d^3q .$$

Fock's treatment of this one-electron problem maps $\mathbb{R}^3$ to the unit sphere in $\mathbb{R}^4$, where the kernel $1/\|p-q\|^2$ becomes, up to a factor in $p$ and a factor in $q$, a function of the chord between two points. The theorems below concern the geometry of that map, namely its norm, its chords and its inverse. The integral equation, the transformation of the volume element, hyperspherical harmonics and the hydrogenic spectrum occur in none of the statements, and $k$ is a free positive number with the dimension of a momentum, tied to no Hamiltonian.

## The projection and its candidate inverse

Fix $k > 0$ and write $D(p) = k^2 + \|p\|^2$, which is positive for every $p$. Place the dimensionless vector $p/k$ in the hyperplane $s = 0$ of $E \times \mathbb{R}$ and draw the line through it from the point $(0,-1)$. Its points are $(t\,p/k,\; t-1)$ for real $t$. Unit norm requires $t^2\|p\|^2/k^2 + t^2 - 2t = 0$, and the root other than $t = 0$ is $t = 2k^2/D(p)$. Since $2k^2/D(p) - 1 = (k^2 - \|p\|^2)/D(p)$, the second intersection with the sphere is

$$u(p) = \left(\frac{2k}{D(p)}\,p,\; \frac{k^2 - \|p\|^2}{D(p)}\right).$$

The Lean definition takes this formula as it stands, with `fock k p` for $u(p)$ and $D(p)$ written out as `k ^ 2 + ‖p‖ ^ 2`. It fixes the sign convention of the last coordinate: $p = 0$ goes to the north pole $(0, 1)$, and momenta with $\|p\| = k$ go to the equator $s = 0$.

```lean
/-- Fock projection of a momentum `p` with scale `k`:
`u(p) = (2k p, k² - |p|²) / (k² + |p|²)`, a vector of `E × ℝ` with the Euclidean norm. -/
def fock (k : ℝ) (p : E) : WithLp 2 (E × ℝ) :=
  WithLp.toLp 2 ((2 * k / (k ^ 2 + ‖p‖ ^ 2)) • p, (k ^ 2 - ‖p‖ ^ 2) / (k ^ 2 + ‖p‖ ^ 2))
```

Running the construction backwards, the line from $(0,-1)$ through a point $\xi = (x, s)$ with $s \neq -1$ consists of the points $(t x,\; t(1+s) - 1)$ and meets the hyperplane at $t = 1/(1+s)$. Restoring the factor $k$ gives the back-projection

$$v(\xi) = \frac{k}{1+s}\,x ,$$

which is `fockInv k ξ`.

```lean
/-- Back-projection to momentum space: `(x, s) ↦ k x / (1 + s)`. -/
def fockInv (k : ℝ) (ξ : WithLp 2 (E × ℝ)) : E :=
  (k / (1 + ξ.ofLp.2)) • ξ.ofLp.1
```

The centre of projection $S = (0,-1)$ is the south pole.

```lean
/-- The south pole `(0, -1)` of the unit sphere in `E × ℝ`. -/
def southPole (E : Type*) [NormedAddCommGroup E] : WithLp 2 (E × ℝ) :=
  WithLp.toLp 2 (0, -1)
```

The definitions accept any real $k$. Each theorem about the projection carries the hypothesis `hk : 0 < k`.

## Pythagoras in the target space

For $a \in E$ and $s \in \mathbb{R}$,

$$\|(a,s)\|^2 = \|a\|^2 + s^2 .$$

Mathlib's `WithLp.prod_norm_sq_eq_of_L2` gives the sum of the squared norms of the two components, and the norm of a real number is $|s|$, with $|s|^2 = s^2$. This lemma is the point at which the choice of the Euclidean norm enters the norm and chord computations.

```lean
omit [InnerProductSpace ℝ E] in
/-- The squared Euclidean norm of `(a, s)` is `|a|² + s²`. -/
theorem norm_sq_pair (a : E) (s : ℝ) :
    ‖(WithLp.toLp 2 (a, s) : WithLp 2 (E × ℝ))‖ ^ 2 = ‖a‖ ^ 2 + s ^ 2 := by
  rw [WithLp.prod_norm_sq_eq_of_L2]
  change ‖a‖ ^ 2 + ‖s‖ ^ 2 = _
  rw [Real.norm_eq_abs, sq_abs]
```

## Unit norm

By Pythagoras and $\|c\,p\|^2 = c^2\|p\|^2$ for real $c$,

$$\|u(p)\|^2 = \frac{4k^2\|p\|^2 + (k^2 - \|p\|^2)^2}{D(p)^2} = \frac{k^4 + 2k^2\|p\|^2 + \|p\|^4}{D(p)^2} = \frac{D(p)^2}{D(p)^2} = 1 .$$

A norm is non-negative, so $\|u(p)\| = 1$. The theorem `norm_fock` states this for every $k > 0$ and every $p \in E$. In the proof, `hp` records $D(p) \neq 0$; the rewrite with `norm_sq_pair` and `norm_smul` produces the first equality; `field_simp` multiplies through by $D(p)^2$ and `ring` confirms the polynomial identity in the numerator. The last line, with `sq_eq_sq₀`, passes from equal squares of non-negative numbers to equal numbers.

```lean
/-- The Fock projection of every momentum has unit Euclidean norm. -/
theorem norm_fock {k : ℝ} (hk : 0 < k) (p : E) : ‖fock k p‖ = 1 := by
  have hp : k ^ 2 + ‖p‖ ^ 2 ≠ 0 := by positivity
  -- 4k²|p|² + (k² - |p|²)² = (k² + |p|²)²
  have h : ‖fock k p‖ ^ 2 = 1 ^ 2 := by
    unfold fock
    rw [norm_sq_pair, norm_smul, mul_pow, Real.norm_eq_abs, sq_abs]
    field_simp
    ring
  exact (sq_eq_sq₀ (norm_nonneg _) zero_le_one).mp h
```

## The chord formula

Take two momenta $p, q$ and abbreviate $D_p = D(p)$, $D_q = D(q)$. The $E$-component of $u(p) - u(q)$ is $2k\,(p/D_p - q/D_q)$, with squared norm

$$4k^2\left(\frac{\|p\|^2}{D_p^2} - \frac{2\langle p,q\rangle}{D_pD_q} + \frac{\|q\|^2}{D_q^2}\right).$$

The last coordinate of $u(p)$ is $2k^2/D_p - 1$, so the real component of the difference is $2k^2(1/D_p - 1/D_q)$, with square

$$4k^2\left(\frac{k^2}{D_p^2} - \frac{2k^2}{D_pD_q} + \frac{k^2}{D_q^2}\right).$$

In the sum, $(\|p\|^2 + k^2)/D_p^2 = 1/D_p$ and likewise for $q$, so

$$\|u(p) - u(q)\|^2 = 4k^2\,\frac{D_q + D_p - 2k^2 - 2\langle p,q\rangle}{D_pD_q} = 4k^2\,\frac{\|p\|^2 + \|q\|^2 - 2\langle p,q\rangle}{D_pD_q}.$$

The numerator is $\|p-q\|^2$, which gives

$$\|u(p) - u(q)\|^2 = \frac{4k^2\,\|p-q\|^2}{D(p)\,D(q)} .$$

The theorem `norm_sq_fock_sub` states this for all $p$ and $q$, equal or not. The length on the left is the straight chord through the interior of the ball, measured in the Euclidean norm of $E \times \mathbb{R}$, and not the arc along the sphere. As an instance, for $E = \mathbb{R}$, $k = 1$, $p = 2$, $q = 0$, the images are $(4/5, -3/5)$ and $(0,1)$, and both sides equal $16/5$.

The proof writes the difference component by component in `hsub` and applies `norm_sq_pair`. The identity `norm_sub_sq_real`, which reads $\|a - b\|^2 = \|a\|^2 - 2\langle a,b\rangle + \|b\|^2$, is used twice, first for the $E$-component on the left and then for $\|p-q\|^2$ on the right. The `simp only` call pulls the scalar factors out of norms and inner products. What remains is an identity between rational functions of the real numbers $k$, $\|p\|$, $\|q\|$ and $\langle p,q\rangle$, and `field_simp` followed by `ring` replaces the regrouping done above.

```lean
/-- Chord formula: `|u(p) - u(q)|² = 4k² |p - q|² / ((k² + |p|²)(k² + |q|²))`. -/
theorem norm_sq_fock_sub {k : ℝ} (hk : 0 < k) (p q : E) :
    ‖fock k p - fock k q‖ ^ 2
      = 4 * k ^ 2 * ‖p - q‖ ^ 2 / ((k ^ 2 + ‖p‖ ^ 2) * (k ^ 2 + ‖q‖ ^ 2)) := by
  have hp : k ^ 2 + ‖p‖ ^ 2 ≠ 0 := by positivity
  have hq : k ^ 2 + ‖q‖ ^ 2 ≠ 0 := by positivity
  -- the difference, component by component
  have hsub : fock k p - fock k q = WithLp.toLp 2
      ((2 * k / (k ^ 2 + ‖p‖ ^ 2)) • p - (2 * k / (k ^ 2 + ‖q‖ ^ 2)) • q,
        (k ^ 2 - ‖p‖ ^ 2) / (k ^ 2 + ‖p‖ ^ 2) - (k ^ 2 - ‖q‖ ^ 2) / (k ^ 2 + ‖q‖ ^ 2)) := by
    rfl
  -- expand both squared norms in |p|², |q|² and ⟪p, q⟫
  rw [hsub, norm_sq_pair, norm_sub_sq_real, norm_sub_sq_real p q]
  simp only [norm_smul, mul_pow, Real.norm_eq_abs, sq_abs, real_inner_smul_left,
    real_inner_smul_right]
  field_simp
  ring
```

## The inner product of two images

Both images are unit vectors, so $\|u(p) - u(q)\|^2 = 1 - 2\langle u(p), u(q)\rangle + 1$. Inserting the chord formula and solving,

$$\langle u(p), u(q)\rangle = 1 - \frac{2k^2\,\|p-q\|^2}{D(p)\,D(q)} .$$

For unit vectors this number is the cosine of the angle between them; the theorem `inner_fock` is phrased with the inner product `⟪fock k p, fock k q⟫_ℝ` and introduces no angle. In the instance above both sides equal $-3/5$. In the proof, `h` is the expansion of the squared chord, into which `norm_sq_fock_sub` and `norm_fock` are substituted. The equation `h2` exhibits the squared chord as twice the fraction in the goal, after which the problem is linear and `linarith` solves it.

```lean
/-- The inner product of two projected momenta is
`1 - 2k² |p - q|² / ((k² + |p|²)(k² + |q|²))`. -/
theorem inner_fock {k : ℝ} (hk : 0 < k) (p q : E) :
    ⟪fock k p, fock k q⟫_ℝ
      = 1 - 2 * k ^ 2 * ‖p - q‖ ^ 2 / ((k ^ 2 + ‖p‖ ^ 2) * (k ^ 2 + ‖q‖ ^ 2)) := by
  have h := norm_sub_sq_real (fock k p) (fock k q)
  rw [norm_sq_fock_sub hk, norm_fock hk, norm_fock hk] at h
  have h2 : 4 * k ^ 2 * ‖p - q‖ ^ 2 / ((k ^ 2 + ‖p‖ ^ 2) * (k ^ 2 + ‖q‖ ^ 2))
      = 2 * (2 * k ^ 2 * ‖p - q‖ ^ 2 / ((k ^ 2 + ‖p‖ ^ 2) * (k ^ 2 + ‖q‖ ^ 2))) := by
    ring
  linarith
```

## The kernel on the sphere

Let $p \neq q$. Then $\|p-q\| > 0$, every factor on the right of the chord formula is positive, and so $\|u(p) - u(q)\|^2 > 0$. Solving the chord formula for the reciprocal of $\|p-q\|^2$,

$$\frac{1}{\|p-q\|^2} = \frac{4k^2}{D(p)\,D(q)\,\|u(p) - u(q)\|^2} .$$

The theorem `kernel_on_sphere` is the conjunction of these two claims under the hypothesis `hpq : p ≠ q`. Because Lean assigns the value zero to a division by zero, the equation alone would also hold at $p = q$, as $0 = 0$; the first half of the conjunction shows that for $p \ne q$ the denominator on the right is a positive number. The identity is pointwise and holds in any $E$, whereas $1/\|p-q\|^2$ is the shape of the Fourier-transformed Coulomb potential when $E = \mathbb{R}^3$.

The proof obtains `hn`, the positivity of $\|p-q\|$, from $p - q \neq 0$, replaces the chord by its formula in both halves, settles the inequality with `positivity` and the equation with `field_simp`.

```lean
/-- For distinct momenta the chord is positive and the kernel `1/|p - q|²` equals
`4k² / ((k² + |p|²)(k² + |q|²) |u(p) - u(q)|²)`. -/
theorem kernel_on_sphere {k : ℝ} (hk : 0 < k) {p q : E} (hpq : p ≠ q) :
    0 < ‖fock k p - fock k q‖ ^ 2 ∧
      1 / ‖p - q‖ ^ 2
        = 4 * k ^ 2
          / ((k ^ 2 + ‖p‖ ^ 2) * (k ^ 2 + ‖q‖ ^ 2) * ‖fock k p - fock k q‖ ^ 2) := by
  have hn : 0 < ‖p - q‖ := norm_pos_iff.mpr (sub_ne_zero.mpr hpq)
  have hn' := hn.ne'
  have hk' := hk.ne'
  have hp : k ^ 2 + ‖p‖ ^ 2 ≠ 0 := by positivity
  have hq : k ^ 2 + ‖q‖ ^ 2 ≠ 0 := by positivity
  rw [norm_sq_fock_sub hk]
  refine ⟨by positivity, ?_⟩
  field_simp
```

## Injectivity

Suppose $u(p) = u(q)$ with $p \neq q$. The chord between the images is then zero, while the preceding result makes its square positive. Hence $u(p) = u(q)$ implies $p = q$, which is what `Function.Injective` says of `fock k` at fixed $k$. The proof is this contradiction: `hpos` is the first half of `kernel_on_sphere`, and rewriting with $u(p) = u(q)$ turns it into $0 < 0^2$.

```lean
/-- Distinct momenta have distinct Fock projections. -/
theorem fock_injective {k : ℝ} (hk : 0 < k) : Function.Injective (fock k : E → _) := by
  intro p q h
  by_contra hpq
  have hpos := (kernel_on_sphere hk hpq).1
  rw [h, sub_self, norm_zero] at hpos
  norm_num at hpos
```

## The south pole is not reached

If $u(p) = S$, the last coordinates agree, $(k^2 - \|p\|^2)/D(p) = -1$. Multiplying by $D(p)$ gives $k^2 - \|p\|^2 = -k^2 - \|p\|^2$, that is $2k^2 = 0$, against $k > 0$. In the proof, `congrArg` extracts the equality of last coordinates as `h2`, `div_eq_iff` clears the denominator, and `linarith` combines the result with $k^2 > 0$.

```lean
/-- No momentum is projected onto the south pole. -/
theorem fock_ne_southPole {k : ℝ} (hk : 0 < k) (p : E) : fock k p ≠ southPole E := by
  intro h
  have hp : k ^ 2 + ‖p‖ ^ 2 ≠ 0 := by positivity
  have h2 : (k ^ 2 - ‖p‖ ^ 2) / (k ^ 2 + ‖p‖ ^ 2) = -1 :=
    congrArg (fun ξ : WithLp 2 (E × ℝ) => ξ.ofLp.2) h
  rw [div_eq_iff hp] at h2
  have hk2 : 0 < k ^ 2 := by positivity
  linarith
```

## The back-projection recovers the momentum

For $\xi = u(p) = (x, s)$,

$$1 + s = \frac{D(p) + k^2 - \|p\|^2}{D(p)} = \frac{2k^2}{D(p)}, \qquad v(u(p)) = \frac{k\,D(p)}{2k^2}\cdot\frac{2k}{D(p)}\,p = p .$$

So $v$ is a left inverse of $u$ on all of $E$. The `change` step unfolds both definitions into a scalar times a scalar times $p$. The equation `h1` is the value of $1+s$, `smul_smul` merges the two scalars, and `h2` states that their product is one.

```lean
/-- The back-projection recovers the momentum from its Fock projection. -/
theorem fockInv_fock {k : ℝ} (hk : 0 < k) (p : E) : fockInv k (fock k p) = p := by
  have hp : k ^ 2 + ‖p‖ ^ 2 ≠ 0 := by positivity
  have hk' := hk.ne'
  change (k / (1 + (k ^ 2 - ‖p‖ ^ 2) / (k ^ 2 + ‖p‖ ^ 2))) •
    ((2 * k / (k ^ 2 + ‖p‖ ^ 2)) • p) = p
  have h1 : 1 + (k ^ 2 - ‖p‖ ^ 2) / (k ^ 2 + ‖p‖ ^ 2) = 2 * k ^ 2 / (k ^ 2 + ‖p‖ ^ 2) := by
    field_simp
    ring
  have h2 : k / (2 * k ^ 2 / (k ^ 2 + ‖p‖ ^ 2)) * (2 * k / (k ^ 2 + ‖p‖ ^ 2)) = 1 := by
    field_simp
  rw [h1, smul_smul, h2, one_smul]
```

## Every other point of the sphere is reached

Let $\xi = (x,s)$ have unit norm and differ from $S$. Pythagoras gives $\|x\|^2 = 1 - s^2 = (1-s)(1+s)$. If $1 + s$ vanished, then $\|x\|^2 = 0$, so $x = 0$ and $\xi = (0,-1) = S$. Therefore $1 + s \neq 0$, and $p = v(\xi) = k\,x/(1+s)$ is a well-defined momentum with

$$\|p\|^2 = \frac{k^2\,\|x\|^2}{(1+s)^2} = \frac{k^2(1-s)}{1+s}, \qquad D(p) = k^2\,\frac{(1+s) + (1-s)}{1+s} = \frac{2k^2}{1+s} .$$

The two components of $u(p)$ follow:

$$\frac{2k}{D(p)}\,p = \frac{1+s}{k}\cdot\frac{k}{1+s}\,x = x, \qquad \frac{k^2 - \|p\|^2}{D(p)} = \frac{2k^2 s}{1+s}\cdot\frac{1+s}{2k^2} = s .$$

Thus $u(v(\xi)) = \xi$. The theorem `fock_fockInv` has the two geometric hypotheses `hξ : ‖ξ‖ = 1` and `hS : ξ ≠ southPole E`. The proof splits $\xi$ into `x` and `s` and follows the same order. The factorised norm is `hx`, the exclusion of $s = -1$ is `hs`, the values of $\|p\|^2$ and $D(p)$ are `hN` and `hD`, and `e1` and `e2` are the two component computations, the first as a product of scalars equal to one.

```lean
/-- Every unit vector other than the south pole is the Fock projection of its
back-projection. -/
theorem fock_fockInv {k : ℝ} (hk : 0 < k) (ξ : WithLp 2 (E × ℝ)) (hξ : ‖ξ‖ = 1)
    (hS : ξ ≠ southPole E) : fock k (fockInv k ξ) = ξ := by
  obtain ⟨⟨x, s⟩⟩ := ξ
  have hk' := hk.ne'
  have h1 := norm_sq_pair x s
  rw [hξ] at h1
  have hx : ‖x‖ ^ 2 = (1 - s) * (1 + s) := by linarith
  -- on the unit sphere, s = -1 forces x = 0
  have hs : 1 + s ≠ 0 := by
    intro h0
    rw [h0, mul_zero] at hx
    have hx0 : x = 0 := norm_eq_zero.mp (pow_eq_zero_iff two_ne_zero |>.mp hx)
    have hs1 : s = -1 := by linarith
    apply hS
    rw [hx0, hs1]
    rfl
  -- |p|² = k² (1 - s)/(1 + s) and k² + |p|² = 2k²/(1 + s)
  have hN : ‖(k / (1 + s)) • x‖ ^ 2 = k ^ 2 * (1 - s) / (1 + s) := by
    rw [norm_smul, mul_pow, Real.norm_eq_abs, sq_abs, hx]
    field_simp
  have hD : k ^ 2 + k ^ 2 * (1 - s) / (1 + s) = 2 * k ^ 2 / (1 + s) := by
    field_simp
    ring
  have e1 : 2 * k / (2 * k ^ 2 / (1 + s)) * (k / (1 + s)) = 1 := by
    field_simp
  have e2 : (k ^ 2 - k ^ 2 * (1 - s) / (1 + s)) / (2 * k ^ 2 / (1 + s)) = s := by
    field_simp
    ring
  change fock k ((k / (1 + s)) • x) = WithLp.toLp 2 (x, s)
  unfold fock
  rw [hN, hD, smul_smul, e1, e2, one_smul]
```

## Bijection onto the punctured sphere

The statement `Set.BijOn` has three parts. The map $u$ sends the whole of $E$, written `Set.univ`, into the set $\{\xi : \|\xi\| = 1,\ \xi \neq S\}$; it is injective there; and every point of that set is an image. The first part is `norm_fock` with `fock_ne_southPole`, the second is `fock_injective`, and for the third the preimage of $\xi$ is exhibited as $v(\xi)$ by `fock_fockInv`. For $E = \mathbb{R}^3$ the target is the three-dimensional sphere in $\mathbb{R}^4$ with one point removed, and for $E = \mathbb{R}$ it is a circle with one point removed. For $E = \{0\}$ the unit sphere consists of the two poles, and the bijection sends the single momentum $0$ to $(0,1)$. The result is a bijection of sets, and it says nothing on continuity, smoothness or conformality of $u$ and $v$.

```lean
/-- The Fock projection is a bijection from momentum space onto the unit sphere of `E × ℝ`
with the south pole removed. -/
theorem fock_bijOn {k : ℝ} (hk : 0 < k) :
    Set.BijOn (fock k) (Set.univ : Set E) {ξ | ‖ξ‖ = 1 ∧ ξ ≠ southPole E} := by
  refine ⟨fun p _ => ⟨norm_fock hk p, fock_ne_southPole hk p⟩,
    (fock_injective hk).injOn, ?_⟩
  intro ξ hξ
  exact ⟨fockInv k ξ, Set.mem_univ _, fock_fockInv hk ξ hξ.1 hξ.2⟩

end

end FockProjection
```

```lean
#print axioms FockProjection.inner_fock
#print axioms FockProjection.fockInv_fock
#print axioms FockProjection.fock_bijOn
```

```
'FockProjection.inner_fock' depends on axioms: [propext, Classical.choice, Quot.sound]
'FockProjection.fockInv_fock' depends on axioms: [propext, Classical.choice, Quot.sound]
'FockProjection.fock_bijOn' depends on axioms: [propext, Classical.choice, Quot.sound]
```

## What fails without the hypotheses

The examples that follow are direct evaluations of the formulas and are not among the theorems above. Take $E = \mathbb{R}$ and $k = 0$, which in the hydrogenic reading is the ionisation threshold. For $p = 1$ the formula gives $u(1) = (0,\,-1/1) = S$, and for $p = 2$ it gives $u(2) = (0,\,-4/4) = S$. Two different momenta have the same image and that image is the south pole, so the conclusions of `fock_injective`, `fock_ne_southPole` and `fock_bijOn` are false at $k = 0$, as is the positivity of the chord in `kernel_on_sphere`. The sign of $k$ plays a smaller part, since replacing $k$ by $-k$ in the formula has the same effect as replacing $p$ by $-p$.

In `fock_fockInv`, with $k > 0$, both conditions on $\xi$ are needed. The point $\xi = (0,0)$ differs from $S$ but has norm zero, and it gives $v(\xi) = 0$ and $u(0) = (0,1) \neq \xi$. The point $\xi = S$ has unit norm, but it is the image of no momentum, so the equation $u(p) = \xi$ has no solution there.
